# Swapping two indices within one pair can change a two-electron integral when the orbitals are complex

Orbitals are represented here as complex-valued functions on a finite grid, so that every two-electron integral is a finite double sum. The interaction between two grid points is a real number. Spin is left out, and the sums carry no quadrature weights; real weights can be absorbed into the interaction.

```lean
import Mathlib

open ComplexConjugate

namespace IntegralSymmetry

noncomputable section

variable {ι X : Type*} [Fintype X]
```

Let $X$ be the grid and $\varphi_p(x)$ the value of orbital $p$ at the point $x$. The pair density of orbitals $p$ and $q$ is

$$\rho_{pq}(x)=\overline{\varphi_p(x)}\,\varphi_q(x),$$

with the conjugate on the first index. In Lean the orbital labels come from an arbitrary type `ι`, and `φ p x` is $\varphi_p(x)$.

```lean
/-- The pair density `conj (φ_p) φ_q` of two orbitals at a grid point. -/
def pairDensity (φ : ι → X → ℂ) (p q : ι) (x : X) : ℂ :=
  conj (φ p x) * φ q x
```

For a kernel $K(x,y)$, the integral in chemists' notation is

$$(pq|rs)=\sum_{x,y}\rho_{pq}(x)\,K(x,y)\,\rho_{rs}(y).$$

The first pair belongs to one electron and the second pair to the other. The type `X → X → ℝ` makes the kernel real, but not symmetric; symmetry is assumed only where it is needed. A bare Coulomb kernel would first need a finite value at $x=y$.

```lean
/-- The two-electron integral `(pq|rs)` in chemists' notation, on a finite grid with
a real interaction kernel `K`. -/
def eri (K : X → X → ℝ) (φ : ι → X → ℂ) (p q r s : ι) : ℂ :=
  ∑ x, ∑ y, pairDensity φ p q x * (K x y : ℂ) * pairDensity φ r s y
```

One special kernel is the contact interaction, which equals 1 when the two points coincide and 0 otherwise. As a matrix on the grid it is the identity.

```lean
/-- The identity kernel: two electrons interact only at the same grid point. -/
def contact [DecidableEq X] (x y : X) : ℝ := if x = y then 1 else 0
```

The examples use two orbitals on two points, $\varphi_0=(1,1)$ and $\varphi_1=(1,i)$. The numbering from 0 follows the Lean indices. Each has squared norm 2, and their overlap is $1+i$, so they are neither normalised nor orthogonal.

```lean
/-- The two orbitals `(1, 1)` and `(1, i)` on a two-point grid. -/
def orb : Fin 2 → Fin 2 → ℂ := ![![1, 1], ![1, Complex.I]]
```

The last definition is a two-point kernel with strength $U$ for two electrons on the same site and $V$ for electrons on different sites.

```lean
/-- The two-point kernel with on-site strength `U` and inter-site strength `V`. -/
def siteKernel (U V : ℝ) : Fin 2 → Fin 2 → ℝ := ![![U, V], ![V, U]]
```

## (a) Conjugating a pair density

Show that complex conjugation exchanges the two orbitals of a pair density:

$$\overline{\rho_{pq}(x)}=\rho_{qp}(x).$$

**Solution.** Conjugation acts on each factor, and applying it twice does nothing:

$$\overline{\overline{\varphi_p(x)}\,\varphi_q(x)}=\varphi_p(x)\,\overline{\varphi_q(x)}=\overline{\varphi_q(x)}\,\varphi_p(x)=\rho_{qp}(x).$$

In the proof, `simp only` carries out the two conjugation rules and `ring` reorders the product.

```lean
omit [Fintype X] in
/-- Complex conjugation of a pair density exchanges its two orbitals. -/
theorem pairDensity_conj (φ : ι → X → ℂ) (p q : ι) (x : X) :
    conj (pairDensity φ p q x) = pairDensity φ q p x := by
  simp only [pairDensity, map_mul, Complex.conj_conj]
  ring
```

## (b) Exchanging the electrons

Suppose that $K(x,y)=K(y,x)$ for all grid points. Show that the two pairs can be exchanged:

$$(pq|rs)=(rs|pq).$$

**Solution.** Exchange the order of the two finite sums, use the symmetry of the kernel, and reorder the factors:

$$\sum_{x,y}\rho_{pq}(x)K(x,y)\rho_{rs}(y)=\sum_{y,x}\rho_{rs}(y)K(y,x)\rho_{pq}(x)=(rs|pq).$$

The hypothesis `hK` says that the interaction does not distinguish the two electrons. `Finset.sum_comm` exchanges the sums, and the remaining lines compare the summands one by one. Nothing is assumed about the orbitals, so this symmetry holds for complex ones too.

```lean
/-- For a symmetric kernel the two electrons can be exchanged: `(pq|rs) = (rs|pq)`. -/
theorem eri_exchange_pairs (K : X → X → ℝ) (hK : ∀ x y, K x y = K y x)
    (φ : ι → X → ℂ) (p q r s : ι) :
    eri K φ p q r s = eri K φ r s p q := by
  unfold eri
  rw [Finset.sum_comm]
  refine Finset.sum_congr rfl fun y _ => Finset.sum_congr rfl fun x _ => ?_
  rw [hK x y]
  ring
```

## (c) Reversing both pairs

Show that reversing the indices in both pairs at once conjugates the integral:

$$\overline{(pq|rs)}=(qp|sr).$$

**Solution.** Conjugate the double sum term by term. The kernel is real and stays as it is, while part (a) reverses each pair density:

$$\overline{(pq|rs)}=\sum_{x,y}\overline{\rho_{pq}(x)}\,K(x,y)\,\overline{\rho_{rs}(y)}=\sum_{x,y}\rho_{qp}(x)K(x,y)\rho_{sr}(y).$$

The single `simp only` call uses these same facts. The kernel need not be symmetric here.

```lean
/-- Reversing both pairs at once conjugates the integral: `(pq|rs)* = (qp|sr)`. -/
theorem eri_conj (K : X → X → ℝ) (φ : ι → X → ℂ) (p q r s : ι) :
    conj (eri K φ p q r s) = eri K φ q p s r := by
  simp only [eri, map_sum, map_mul, Complex.conj_ofReal, pairDensity_conj]
```

## (d) Real orbitals

Suppose that all orbitals are real. Show that the indices can be swapped in either pair separately:

$$(pq|rs)=(qp|rs),\qquad (pq|rs)=(pq|sr).$$

**Solution.** For real orbitals the conjugate has no effect, so

$$\rho_{pq}(x)=\varphi_p(x)\varphi_q(x)=\varphi_q(x)\varphi_p(x)=\rho_{qp}(x).$$

Replacing $\rho_{pq}$ by $\rho_{qp}$ in the double sum gives the first equation, and replacing $\rho_{rs}$ by $\rho_{sr}$ gives the second.

Lean expresses reality by `hφ`: every orbital value equals its own conjugate. The intermediate statement `h` is the symmetry of the pair density, which is then used once in each half.

Together with the pair exchange of part (b), these swaps give the eightfold symmetry of integrals over real orbitals. A program that stores integrals over real basis functions can use it to save space: $n$ functions form $N=n(n+1)/2$ unordered pairs, and it is enough to keep $N(N+1)/2$ integrals. For $n=2$ that is 6 numbers in place of 16.

```lean
/-- For real orbitals the indices within either pair can be swapped separately. -/
theorem eri_swap_of_real (K : X → X → ℝ) (φ : ι → X → ℂ)
    (hφ : ∀ p x, conj (φ p x) = φ p x) (p q r s : ι) :
    eri K φ p q r s = eri K φ q p r s ∧ eri K φ p q r s = eri K φ p q s r := by
  have h : ∀ a b x, pairDensity φ a b x = pairDensity φ b a x := by
    intro a b x
    unfold pairDensity
    rw [hφ a x, hφ b x]
    ring
  constructor
  · unfold eri
    refine Finset.sum_congr rfl fun x _ => Finset.sum_congr rfl fun y _ => ?_
    rw [h p q x]
  · unfold eri
    refine Finset.sum_congr rfl fun x _ => Finset.sum_congr rfl fun y _ => ?_
    rw [h r s y]
```

## (e) Collapsing the double sum

Show that for the contact kernel the integral is a single sum over the grid:

$$(pq|rs)=\sum_x\rho_{pq}(x)\,\rho_{rs}(x).$$

**Solution.** Fix $x$. In the inner sum over $y$ the kernel is zero unless $y=x$, where it is 1. Only the term $\rho_{pq}(x)\rho_{rs}(x)$ survives, and summing over $x$ gives the result.

`Finset.sum_eq_single x` selects the surviving term. The goals that follow evaluate it, check that the others vanish, and confirm that $x$ belongs to the grid.

```lean
/-- With the identity kernel the integral is a single sum of products of pair densities. -/
theorem eri_contact [DecidableEq X] (φ : ι → X → ℂ) (p q r s : ι) :
    eri contact φ p q r s = ∑ x, pairDensity φ p q x * pairDensity φ r s x := by
  unfold eri
  refine Finset.sum_congr rfl fun x _ => ?_
  rw [Finset.sum_eq_single x]
  · simp [contact]
  · intro y _ hy
    simp [contact, hy.symm]
  · simp
```

## (f) Two integrals that differ by one swap

For the contact kernel and the orbitals $\varphi_0=(1,1)$ and $\varphi_1=(1,i)$, show that

$$(01|01)=0,\qquad (10|01)=2.$$

**Solution.** The pair densities are $\rho_{01}=(1,i)$ and, by part (a), $\rho_{10}=(1,-i)$. Part (e) then gives

$$(01|01)=1\cdot1+i\cdot i=0,\qquad (10|01)=1\cdot1+(-i)\cdot i=2.$$

Since $0\neq2$, swapping the indices of the first pair has changed the integral. Normalising the orbitals divides each of them by $\sqrt2$ and each integral by 4, so the values become 0 and $1/2$.

The theorem consists of the two values. Its proof rewrites both integrals with part (e) and evaluates the sums over two points.

In a calculation, the storage scheme of part (d) has one slot for both integrals, so it must return a wrong value for at least one of them. The swap also matters for Hartree-Fock exchange, whose integral for orthonormal orbitals is $(pq|qp)$, equal to $(qp|pq)$ for a symmetric kernel. The two functions here are not orthogonal, so they only illustrate the difference between the integrals and are not an orthonormal set of Hartree-Fock orbitals: the real-orbital form $(01|01)$ is 0, while $(01|10)$ is 2.

```lean
/-- For the orbitals `(1, 1)` and `(1, i)`, numbered 0 and 1, with the identity kernel, `(01|01) =
0` while `(10|01) = 2`. -/
theorem eightfold_symmetry_fails :
    eri contact orb 0 1 0 1 = 0 ∧ eri contact orb 1 0 0 1 = 2 := by
  constructor <;> rw [eri_contact] <;>
    norm_num [pairDensity, orb, Fin.sum_univ_two]
```

## (g) When the swap is harmless

Keep the contact kernel, but allow any finite grid and any orbitals. Show that

$$(qp|pq)=(pq|pq)\quad\Longleftrightarrow\quad \operatorname{Im}\rho_{pq}(x)=0\ \text{ for every }x.$$

**Solution.** Write $\rho_{pq}(x)=a_x+ib_x$ with $a_x$ and $b_x$ real. Then $\rho_{qp}(x)=a_x-ib_x$, and part (e) gives

$$(qp|pq)=\sum_x(a_x^2+b_x^2),\qquad (pq|pq)=\sum_x(a_x^2-b_x^2+2ia_xb_x).$$

The real part of the difference is

$$\operatorname{Re}\big[(qp|pq)-(pq|pq)\big]=2\sum_x b_x^2.$$

If the integrals are equal, this sum of non-negative terms is zero, so every $b_x$ is zero. Conversely, if every $b_x$ is zero, then $\rho_{qp}=\rho_{pq}$ and the two sums agree term by term.

For the orbitals of part (f), $b=(0,1)$, and the formula gives the difference 2 found there.

The condition concerns the pair density and not the orbitals themselves: two complex orbitals with the same phase at each point have a real pair density. The theorem covers integrals whose second pair is again $p,q$; it is not a criterion for a general $(pq|rs)$.

In Lean, `hre` is the equality of real parts, and `e` identifies their difference with the sum of squares. `Finset.sum_eq_zero_iff_of_nonneg` then makes each square zero. The converse uses the fact that a complex number with zero imaginary part equals its conjugate.

```lean
/-- With the identity kernel, `(qp|pq) = (pq|pq)` holds exactly when the pair density of
`p` and `q` is real at every grid point. -/
theorem contact_swap_iff [DecidableEq X] (φ : ι → X → ℂ) (p q : ι) :
    eri contact φ q p p q = eri contact φ p q p q ↔
      ∀ x, (pairDensity φ p q x).im = 0 := by
  rw [eri_contact, eri_contact]
  constructor
  · intro h x
    have hre := congrArg Complex.re h
    simp only [Complex.re_sum, ← pairDensity_conj φ p q, Complex.mul_re,
      Complex.conj_re, Complex.conj_im] at hre
    -- the real part of the difference is a sum of squares
    have e : ∑ x, 2 * (pairDensity φ p q x).im ^ 2 =
        ∑ x, ((pairDensity φ p q x).re * (pairDensity φ p q x).re
          - -(pairDensity φ p q x).im * (pairDensity φ p q x).im)
        - ∑ x, ((pairDensity φ p q x).re * (pairDensity φ p q x).re
          - (pairDensity φ p q x).im * (pairDensity φ p q x).im) := by
      rw [← Finset.sum_sub_distrib]
      exact Finset.sum_congr rfl fun x _ => by ring
    rw [hre, sub_self] at e
    have hx := (Finset.sum_eq_zero_iff_of_nonneg
      (fun x _ => by positivity)).1 e x (Finset.mem_univ x)
    simpa using hx
  · intro h
    refine Finset.sum_congr rfl fun x _ => ?_
    have hx : pairDensity φ q p x = pairDensity φ p q x := by
      rw [← pairDensity_conj φ p q x]
      exact Complex.conj_eq_iff_im.2 (h x)
    rw [hx]
```

## (h) Adding an interaction between the sites

Return to the two orbitals of part (f), now with on-site strength $U$ and inter-site strength $V$. Show that

$$(01|01)=2iV,\qquad (10|01)=2U.$$

**Solution.** With two grid points the double sum has four terms. Using $\rho_{01}=(1,i)$ and $\rho_{10}=(1,-i)$,

$$(01|01)=U+iV+iV+i^2U=2iV,$$

$$(10|01)=U+iV-iV+(-i)(i)U=2U.$$

For $U=4$ and $V=1$ the integrals are $2i$ and $8$, or $i/2$ and $2$ with normalised orbitals. Setting $U=1$ and $V=0$ recovers part (f).

The proof uses `Complex.ext` to compare real and imaginary parts separately; `simp` expands the four terms and `ring` finishes the arithmetic.

```lean
/-- For the orbitals `(1, 1)` and `(1, i)`, numbered 0 and 1, and the two-point kernel with on-site
strength `U` and inter-site strength `V`, `(01|01) = 2iV` and `(10|01) = 2U`. -/
theorem siteKernel_values (U V : ℝ) :
    eri (siteKernel U V) orb 0 1 0 1 = 2 * V * Complex.I ∧
      eri (siteKernel U V) orb 1 0 0 1 = 2 * U := by
  constructor <;> apply Complex.ext <;>
    simp [eri, pairDensity, orb, siteKernel, Fin.sum_univ_two] <;> ring
```

## (i) Interactions that restore the swap

For the same orbitals and kernel, show that

$$(10|01)=(01|01)\quad\Longleftrightarrow\quad U=0\ \text{ and }\ V=0.$$

**Solution.** By part (h) the equality reads $2U=2iV$. The left side is real and the right side is purely imaginary, so both must vanish, which gives $U=V=0$. Conversely, if both strengths are zero, both integrals are zero.

The failure in part (f) is therefore not special to the contact interaction: for these two orbitals, every nonzero kernel of this two-parameter form breaks the swap. In the proof, `congrArg Complex.re` extracts $U=0$ from the equality and `congrArg Complex.im` extracts $V=0$.

```lean
/-- For the orbitals `(1, 1)` and `(1, i)`, numbered 0 and 1, and the two-point kernel with on-site
strength `U` and inter-site strength `V`, `(10|01) = (01|01)` holds exactly when `U` and `V` are
both zero. -/
theorem siteKernel_swap_iff (U V : ℝ) :
    eri (siteKernel U V) orb 1 0 0 1 = eri (siteKernel U V) orb 0 1 0 1 ↔
      U = 0 ∧ V = 0 := by
  rw [(siteKernel_values U V).1, (siteKernel_values U V).2]
  constructor
  · intro h
    -- one value is real, the other purely imaginary
    exact ⟨by simpa using congrArg Complex.re h,
      by simpa using (congrArg Complex.im h).symm⟩
  · rintro ⟨rfl, rfl⟩
    simp

end

end IntegralSymmetry
```

```lean
#print axioms IntegralSymmetry.eri_swap_of_real
#print axioms IntegralSymmetry.eightfold_symmetry_fails
#print axioms IntegralSymmetry.contact_swap_iff
#print axioms IntegralSymmetry.siteKernel_swap_iff
```

```
'IntegralSymmetry.eri_swap_of_real' depends on axioms: [propext, Classical.choice, Quot.sound]
'IntegralSymmetry.eightfold_symmetry_fails' depends on axioms: [propext, Classical.choice, Quot.sound]
'IntegralSymmetry.contact_swap_iff' depends on axioms: [propext, Classical.choice, Quot.sound]
'IntegralSymmetry.siteKernel_swap_iff' depends on axioms: [propext, Classical.choice, Quot.sound]
```
